# Keizer's counter-example: a stable positive steady state in the rate equation, but extinction as the only stationary distribution of the master equation

A positive, linearly stable steady state of a rate equation does not guarantee that the master equation for the same reactions has a stationary distribution with any weight on positive particle numbers. Here a steady state is a zero of the rate function, linearly stable if the slope there is negative, and a stationary distribution is a non-negative sequence with sum one at which every entry of the master equation's right-hand side vanishes.

```lean
import Mathlib

namespace KeizerParadox

noncomputable section

/-- Right-hand side of the master equation for a particle number that changes by one,
with propensity `up n` for `n → n + 1` and `down n` for `n → n - 1`. -/
def masterRHS (up down p : ℕ → ℝ) : ℕ → ℝ
  | 0 => down 1 * p 1 - up 0 * p 0
  | n + 1 => up n * p n + down (n + 2) * p (n + 2) - (up (n + 1) + down (n + 1)) * p (n + 1)

/-- A distribution is stationary when the master equation leaves every entry unchanged. -/
def IsStationary (up down p : ℕ → ℝ) : Prop := ∀ n, masterRHS up down p n = 0

/-- A probability distribution over particle numbers: non-negative with total weight one. -/
def IsProbability (p : ℕ → ℝ) : Prop := (∀ n, 0 ≤ p n) ∧ HasSum p 1

/-- The distribution in which there are no particles with certainty. -/
def extinct : ℕ → ℝ := fun n => if n = 0 then 1 else 0

/-- Propensity `a n` of the reaction A → 2A. -/
def birth (a : ℝ) (n : ℕ) : ℝ := a * n

/-- Total propensity `g n + b n (n - 1)` of the reactions A → ∅ and 2A → A. -/
def death (g b : ℝ) (n : ℕ) : ℝ := g * n + b * (n * ((n : ℝ) - 1))

/-- Right-hand side of the deterministic rate equation for the same three reactions. -/
def rate (a g b x : ℝ) : ℝ := a * x - g * x - b * x ^ 2

/-- A steady state of `x' = f x` is linearly stable when `f` has negative slope there. -/
def IsLinearlyStable (f : ℝ → ℝ) (x : ℝ) : Prop := f x = 0 ∧ ∃ s < 0, HasDerivAt f s x

/-- A distribution is stationary exactly when the probability flows between each pair of
neighbouring particle numbers balance. -/
theorem stationary_iff_balance (up down p : ℕ → ℝ) :
    IsStationary up down p ↔ ∀ n, up n * p n = down (n + 1) * p (n + 1) := by
  constructor
  · intro h n
    induction n with
    | zero =>
      have h0 := h 0
      simp only [masterRHS] at h0
      linear_combination -h0
    | succ n ih =>
      -- the current through one link equals the current through the next
      have h1 := h (n + 1)
      simp only [masterRHS] at h1
      linear_combination ih - h1
  · intro h n
    cases n with
    | zero =>
      simp only [masterRHS]
      linear_combination -(h 0)
    | succ n =>
      simp only [masterRHS]
      linear_combination h n - h (n + 1)

/-- If no particle is born from the empty state and every other state can lose a particle,
a stationary distribution has no weight on non-zero particle numbers. -/
theorem stationary_no_survivors {up down p : ℕ → ℝ} (h0 : up 0 = 0)
    (hd : ∀ n, down (n + 1) ≠ 0) (hp : IsStationary up down p) (n : ℕ) : p (n + 1) = 0 := by
  have hb := (stationary_iff_balance up down p).1 hp
  induction n with
  | zero =>
    have h := hb 0
    rw [h0, zero_mul] at h
    exact (mul_eq_zero.1 h.symm).resolve_left (hd 0)
  | succ n ih =>
    have h := hb (n + 1)
    rw [ih, mul_zero] at h
    exact (mul_eq_zero.1 h.symm).resolve_left (hd (n + 1))

/-- The slope of the deterministic rate function at `x` is `a - g - 2 b x`. -/
theorem rate_hasDerivAt (a g b x : ℝ) :
    HasDerivAt (rate a g b) (a - g - 2 * b * x) x := by
  have h := ((hasDerivAt_id' x).const_mul (a - g)).fun_sub
    (((hasDerivAt_id' x).fun_pow 2).const_mul b)
  have e : rate a g b = fun y => (a - g) * y - b * y ^ 2 := by
    funext y
    simp only [rate]
    ring
  rw [e]
  exact h.congr_deriv (by norm_num; ring)

/-- In the rate equation the empty state is not linearly stable when `a > g`. -/
theorem rate_extinction_not_stable {a g : ℝ} (b : ℝ) (hag : g < a) :
    ¬ IsLinearlyStable (rate a g b) 0 := by
  rintro ⟨-, s, hs, hder⟩
  have h := hder.unique (rate_hasDerivAt a g b 0)
  linarith

/-- Keizer's counter-example: the rate equation has a positive linearly stable steady state
`(a - g) / b`, while the only stationary probability distribution of the master equation
is extinction. -/
theorem keizer_paradox {a g b : ℝ} (hb : 0 < b) (hg : 0 < g) (hag : g < a) :
    (0 < (a - g) / b ∧ IsLinearlyStable (rate a g b) ((a - g) / b)) ∧
      ∀ p : ℕ → ℝ, (IsProbability p ∧ IsStationary (birth a) (death g b) p) ↔ p = extinct := by
  refine ⟨⟨div_pos (sub_pos.2 hag) hb, ?_, -(a - g), by linarith, ?_⟩, fun p => ⟨?_, ?_⟩⟩
  · have hx : b * ((a - g) / b) = a - g := mul_div_cancel₀ _ hb.ne'
    simp only [rate]
    linear_combination (-((a - g) / b)) * hx
  · have hx : b * ((a - g) / b) = a - g := mul_div_cancel₀ _ hb.ne'
    exact (rate_hasDerivAt a g b _).congr_deriv (by linear_combination (-2) * hx)
  · rintro ⟨⟨-, hsum⟩, hst⟩
    have hd : ∀ n, death g b (n + 1) ≠ 0 := by
      intro n
      have e : death g b (n + 1) = g * ((n : ℝ) + 1) + b * (((n : ℝ) + 1) * n) := by
        simp only [death]
        push_cast
        ring
      rw [e]
      positivity
    have hz := stationary_no_survivors (by simp [birth]) hd hst
    -- all the weight sits on the empty state, so normalisation fixes it to one
    have h0 : HasSum p (p 0) := hasSum_single 0 (fun n hn => by
      cases n with
      | zero => exact absurd rfl hn
      | succ n => exact hz n)
    funext n
    cases n with
    | zero => simpa [extinct] using h0.unique hsum
    | succ n => simpa [extinct] using hz n
  · rintro rfl
    refine ⟨⟨fun n => ?_, hasSum_ite_eq 0 1⟩, (stationary_iff_balance _ _ _).2 fun n => ?_⟩
    · unfold extinct
      split_ifs <;> norm_num
    · cases n <;> simp [extinct, birth]

/-- The Poisson distribution with parameter `x`, conditioned on at least one particle. -/
def truncatedPoisson (x : ℝ) : ℕ → ℝ
  | 0 => 0
  | n + 1 => x ^ (n + 1) / (Nat.factorial (n + 1) : ℝ) / (Real.exp x - 1)

/-- The zero-truncated Poisson distribution with positive parameter is a probability
distribution. -/
theorem truncatedPoisson_isProbability {x : ℝ} (hx : 0 < x) :
    IsProbability (truncatedPoisson x) := by
  have hZ : 0 < Real.exp x - 1 := by linarith [Real.add_one_le_exp x]
  refine ⟨fun n => ?_, ?_⟩
  · cases n with
    | zero => exact le_refl _
    | succ n =>
      simp only [truncatedPoisson]
      positivity
  · have h : HasSum (fun n : ℕ => x ^ n / (Nat.factorial n : ℝ)) (Real.exp x) := by
      rw [Real.exp_eq_exp_ℝ]
      exact NormedSpace.expSeries_div_hasSum_exp x
    -- remove the empty state from the exponential series and normalise
    have h2 := ((hasSum_nat_add_iff' 1).2 h).div_const (Real.exp x - 1)
    have e : (1 : ℝ) - ∑ i ∈ Finset.range 1, truncatedPoisson x i =
        (Real.exp x - ∑ i ∈ Finset.range 1, x ^ i / (Nat.factorial i : ℝ)) /
          (Real.exp x - 1) := by
      simp [truncatedPoisson, div_self hZ.ne']
    rw [← hasSum_nat_add_iff' 1, e]
    exact h2

/-- Without the reaction A → ∅ the master equation has a stationary probability distribution
with no weight on extinction: the zero-truncated Poisson distribution with parameter `a / b`. -/
theorem survival_without_decay {a b : ℝ} (ha : 0 < a) (hb : 0 < b) :
    IsProbability (truncatedPoisson (a / b)) ∧
      IsStationary (birth a) (death 0 b) (truncatedPoisson (a / b)) ∧
      truncatedPoisson (a / b) 0 = 0 := by
  refine ⟨truncatedPoisson_isProbability (div_pos ha hb), ?_, rfl⟩
  obtain ⟨x, hx⟩ : ∃ x, x = a / b := ⟨_, rfl⟩
  have hax : a = b * x := by rw [hx, mul_div_cancel₀ _ hb.ne']
  have hxpos : 0 < x := hx ▸ div_pos ha hb
  have hZpos : 0 < Real.exp x - 1 := by linarith [Real.add_one_le_exp x]
  have hZ : Real.exp x - 1 ≠ 0 := hZpos.ne'
  rw [← hx, hax, stationary_iff_balance]
  intro n
  cases n with
  | zero => simp [birth, death, truncatedPoisson]
  | succ n =>
    simp only [birth, death, truncatedPoisson, Nat.factorial_succ]
    generalize Real.exp x - 1 = Z at hZ
    have hf : (Nat.factorial n : ℝ) ≠ 0 := Nat.cast_ne_zero.2 (Nat.factorial_ne_zero n)
    push_cast
    field_simp
    ring

end

end KeizerParadox
```

```lean
#print axioms KeizerParadox.rate_extinction_not_stable
#print axioms KeizerParadox.keizer_paradox
#print axioms KeizerParadox.survival_without_decay
```

```
'KeizerParadox.rate_extinction_not_stable' depends on axioms: [propext, Classical.choice, Quot.sound]
'KeizerParadox.keizer_paradox' depends on axioms: [propext, Classical.choice, Quot.sound]
'KeizerParadox.survival_without_decay' depends on axioms: [propext, Classical.choice, Quot.sound]
```

The model is a well-mixed population of one species A. With $n$ particles present, A → 2A has propensity $an$, A → ∅ has $gn$, and 2A → A has $bn(n-1)$. In Lean the first is `birth a` and the other two add up to `death g b`, written $d(n)=gn+bn(n-1)$ below. The rate equation replaces $n$ by a continuous variable $x$ and $n(n-1)$ by $x^2$:

$$x' = f(x) = ax-gx-bx^2 .$$

The theorem `keizer_paradox` assumes $b>0$ and $a>g>0$: pairs do react, single particles do decay, and birth outpaces that decay. It states that $(a-g)/b$ is positive and linearly stable, and that a sequence $p$ is a stationary probability distribution exactly when it equals `extinct`, which has $p(0)=1$ and all other entries zero.

The deterministic half is short. The zeros of $f$ are $0$ and $(a-g)/b$, and $f'(x)=a-g-2bx$. The slope is $-(a-g)<0$ at the positive zero and $a-g>0$ at the empty state, so the rate equation calls extinction unstable. In Lean, `rate_hasDerivAt` supplies the derivative, and `rate_extinction_not_stable` uses its uniqueness to rule out a negative slope at $0$.

For the stochastic half, let

$$J(n)=an\,p(n)-d(n+1)\,p(n+1)$$

be the net probability current from $n$ to $n+1$. The master equation then reads

$$\dot p(0)=-J(0),\qquad \dot p(n+1)=J(n)-J(n+1).$$

If every left-hand side vanishes, then $J(0)=0$, and each current equals the one before it, so all of them are zero. Conversely, zero currents make the distribution stationary. This is `stationary_iff_balance`, proved for arbitrary propensities `up` and `down`. The forward direction is an induction along the chain, the converse a case distinction, and each `linear_combination` combines the relations just described.

No particle is born from the empty state, so $J(0)=0$ reduces to $d(1)p(1)=g\,p(1)=0$, which gives $p(1)=0$. If $p(n+1)=0$, then $J(n+1)=0$ leaves $d(n+2)p(n+2)=0$, and $d(n+2)>0$ gives $p(n+2)=0$. All weight on non-zero particle numbers disappears in this way, and normalisation fixes $p(0)=1$. The induction is `stationary_no_survivors`. The main proof checks its hypothesis by writing $d(n+1)=g(n+1)+b(n+1)n$, which is positive, and then uses the fact that a series with one non-zero term sums to that term. In the other direction, `extinct` makes every current zero.

The decay reaction matters even if $g$ is tiny. For $g=0$ we have $d(1)=0$: the last particle can't disappear, and $J(0)=0$ no longer restricts $p(1)$. For $n\ge1$ the balance $an\,p(n)=b(n+1)n\,p(n+1)$ gives

$$p(n+1)=\frac{a/b}{n+1}\,p(n),\qquad p(n)=\frac{(a/b)^n}{n!\,(e^{a/b}-1)}\quad(n\ge1),$$

where $p(0)=0$ is a choice, since the balance leaves $p(0)$ free. The theorem `survival_without_decay` confirms, for $a,b>0$, that this zero-truncated Poisson distribution is stationary. Its normalisation, in `truncatedPoisson_isProbability`, is the exponential series without its first term.

The pair propensity could also have been modelled as $bn^2$, which leads to the same rate equation. A lone particle could then react with itself and vanish, so $d(1)$ would be positive even for $g=0$. Extinction would remain the only stationary distribution for $g>0$, but it would become the only one for $g=0$ as well, and the surviving Poisson state would be lost.

In a stochastic simulation of this one-species, well-mixed scheme with $g>0$, a plateau of non-zero particle numbers around $(a-g)/b$ is therefore not a sample from a stationary distribution. How long such a plateau lasts depends on the time-dependent solutions of the master equation, which the theorems do not address.
